# Large-order asymptotics of the perturbation coefficients from a conjugate pair of square-root branch points

Let \(H(\lambda)=H_0+\lambda V\) be a Hamiltonian in a finite basis, with \(H_0\) and \(V\) real symmetric matrices, and let
\[
E(\lambda)=\sum_{n\ge 0}E_n\lambda^n
\]
be the perturbation series of one of its energies, nondegenerate at \(\lambda=0\). In Møller–Plesset theory \(\lambda=1\) restores the full electron correlation problem. Two energies can coalesce at a complex coupling \(z\), typically in a square-root branch point, and since the \(E_n\) are real, a non-real branch point comes with its complex conjugate. The question is what such a pair adds to \(E_n\) at high order.

The conventions are as follows.

- The branch point is at \(z=Re^{i\theta}\). Its distance \(R\) from the unperturbed problem is positive. The formulas below hold for any real angle \(\theta\), although the branch points of this \(H(\lambda)\) are never at real \(\lambda\).
- The singular term in the energy is modelled as \(e^{i\phi}\sqrt{1-\lambda/z}\) plus its conjugate, with a real phase \(\phi\). The amplitude has modulus 1; any other constant modulus multiplies every contribution by the same factor.
- The letter \(X\) is the variable of a formal power series and stands for \(\lambda/z\). No convergence is needed to calculate with such series.

The Lean file works with real power series and writes `D` for the formal derivative.

```lean
import Mathlib

open Filter Topology
open PowerSeries (coeff X)

namespace ConjugateBranchPoints

noncomputable section

local notation "D" => PowerSeries.derivative ℝ
```

The coefficients \(a_n\) are introduced by a closed formula,
\[
a_n=-\frac{1}{4^n(2n-1)}\binom{2n}{n},\qquad n=0,1,2,\dots
\]
so that \(a_0=1\). Their connection with the square root is left to be proved. In Lean \(a_n\) is `sqrtCoeff n`, and \(\binom{2n}{n}\) is `Nat.centralBinom n`.

```lean
/-- The coefficient of `X ^ n` in the square root of `1 - X`, in closed form. -/
def sqrtCoeff (n : ℕ) : ℝ := -(Nat.centralBinom n : ℝ) / (4 ^ n * (2 * n - 1))
```

The series \(S=\sum_n a_nX^n\) collects them.

```lean
/-- The formal power series with coefficients `sqrtCoeff`. -/
def sqrtSeries : PowerSeries ℝ := PowerSeries.mk sqrtCoeff
```

The contribution of the pair at order \(n\) is called \(c_n\), or `pairCoeff R θ φ n`. It is a term plus its complex conjugate, hence twice a real part:
\[
c_n=2\,\mathrm{Re}\!\left(\frac{e^{i\phi}a_n}{z^n}\right).
\]

```lean
/-- The order-`n` contribution of a square-root branch point at `z = R e^{iθ}`, `R ≠ 0`, with
amplitude `e^{iφ}`, plus its complex conjugate. -/
def pairCoeff (R θ φ : ℝ) (n : ℕ) : ℝ :=
  2 * (Complex.exp (φ * Complex.I) * sqrtCoeff n / (R * Complex.exp (θ * Complex.I)) ^ n).re
```

This models the pair alone. That the pair nearest the origin dominates the high orders of an actual energy series is a separate step, which is assumed when the result is applied to computed \(E_n\).

## (a) A recurrence between neighbouring coefficients

Show that for every \(n\ge 0\)
\[
(2n+2)\,a_{n+1}=(2n-1)\,a_n .
\]

Write \(C_n=\binom{2n}{n}\). Cancelling factorials gives
\[
\frac{C_{n+1}}{C_n}=\frac{(2n+2)(2n+1)}{(n+1)^2}=\frac{2(2n+1)}{n+1}.
\]
Inserting this in the formula for \(a_{n+1}\), the factor \(2n+1\) cancels:
\[
a_{n+1}=-\frac{C_{n+1}}{4^{n+1}(2n+1)}=-\frac{C_n}{4^n(2n+2)} .
\]
Hence \((2n+2)a_{n+1}=-C_n/4^n\), which is \((2n-1)a_n\). The smallest case, \(n=0\), reads \(2a_1=-a_0\), so \(a_1=-\tfrac12\).

In the proof below, the first `h` is the binomial ratio with its denominators cleared, `e1` solves it for \(C_{n+1}\), and `e0` is the formula for \((2n-1)a_n\). Division by \(2n-1\) is allowed because an even integer never equals 1.

```lean
/-- Successive coefficients of the square root obey a two-term recurrence. -/
theorem sqrtCoeff_succ (n : ℕ) :
    (2 * (n : ℝ) + 2) * sqrtCoeff (n + 1) = (2 * n - 1) * sqrtCoeff n := by
  have h : ((n : ℝ) + 1) * (Nat.centralBinom (n + 1) : ℝ)
      = 2 * (2 * n + 1) * Nat.centralBinom n := by
    exact_mod_cast Nat.succ_mul_centralBinom_succ n
  have h1 : 2 * (n : ℝ) - 1 ≠ 0 := by
    intro h0
    have h2 : 2 * (n : ℝ) = 1 := by linarith
    have h3 : 2 * n = 1 := by exact_mod_cast h2
    omega
  have h2 : 2 * (n : ℝ) + 1 ≠ 0 := by positivity
  have h3 : (n : ℝ) + 1 ≠ 0 := by positivity
  have e0 : (2 * (n : ℝ) - 1) * sqrtCoeff n = -(Nat.centralBinom n : ℝ) / 4 ^ n := by
    unfold sqrtCoeff
    field_simp
  have e1 : (Nat.centralBinom (n + 1) : ℝ)
      = 2 * (2 * n + 1) * Nat.centralBinom n / (n + 1) := by
    rw [eq_div_iff h3]
    linarith
  rw [e0, sqrtCoeff, e1]
  push_cast
  rw [show 2 * ((n : ℝ) + 1) - 1 = 2 * n + 1 by ring, pow_succ]
  field_simp
  ring
```

## (b) The square of the series

Show that
\[
S^2=1-X .
\]

The coefficient of \(X^n\) in \(2(1-X)S'\) is \(2(n+1)a_{n+1}-2na_n\), which by (a) equals \(-a_n\). So the recurrence is the differential equation
\[
2(1-X)S'=-S .
\]
Put \(T=S^2=\sum_n t_nX^n\). Then \(T'=2SS'\), and multiplying the equation by \(S\) gives
\[
(1-X)T'=-T,\qquad\text{that is}\qquad (n+1)t_{n+1}=(n-1)t_n .
\]
Start from \(t_0=a_0^2=1\). The case \(n=0\) gives \(t_1=-1\), and \(n=1\) gives \(2t_2=0\). Every later coefficient is a multiple of the one before and vanishes too, leaving \(T=1-X\).

The Lean proof has the same order. The auxiliary statement `euler` says that \(XF'\) has coefficients \(nf_n\) when \(F\) has coefficients \(f_n\). The two differential equations are `ode` and `ode2`, and `hr` is the recurrence for \(t_n\). The values then come from `h0`, `h1` and an induction in `h2`, and the series are compared coefficient by coefficient.

```lean
/-- The series `sqrtSeries` is a formal square root of `1 - X`. -/
theorem sqrtSeries_sq : sqrtSeries ^ 2 = 1 - X := by
  have euler : ∀ (F : PowerSeries ℝ) (n : ℕ), coeff n (X * D F) = n * coeff n F := by
    intro F n
    cases n with
    | zero => simp
    | succ n =>
      rw [PowerSeries.coeff_succ_X_mul, PowerSeries.coeff_derivative]
      push_cast
      ring
  -- the recurrence as a differential equation, for the series and then for its square
  have ode : D sqrtSeries + D sqrtSeries - (X * D sqrtSeries + X * D sqrtSeries)
      = -sqrtSeries := by
    ext n
    simp only [map_sub, map_add, map_neg, euler, PowerSeries.coeff_derivative]
    simp only [sqrtSeries, PowerSeries.coeff_mk]
    linear_combination sqrtCoeff_succ n
  have ode2 : D (sqrtSeries ^ 2) - X * D (sqrtSeries ^ 2) = -sqrtSeries ^ 2 := by
    rw [pow_two, Derivation.leibniz, smul_eq_mul]
    linear_combination sqrtSeries * ode
  have hr : ∀ n : ℕ, coeff (n + 1) (sqrtSeries ^ 2) * ((n : ℝ) + 1)
      = (n - 1) * coeff n (sqrtSeries ^ 2) := by
    intro n
    have h := congrArg (coeff n) ode2
    rw [map_sub, map_neg, euler, PowerSeries.coeff_derivative] at h
    linarith
  have h0 : coeff 0 (sqrtSeries ^ 2) = 1 := by
    rw [pow_two, PowerSeries.coeff_mul]
    simp only [Finset.Nat.antidiagonal_zero, Finset.sum_singleton, sqrtSeries,
      PowerSeries.coeff_mk]
    norm_num [sqrtCoeff]
  have h1 : coeff 1 (sqrtSeries ^ 2) = -1 := by
    have h := hr 0
    rw [h0] at h
    norm_num at h
    exact h
  have h2 : ∀ n : ℕ, coeff (n + 2) (sqrtSeries ^ 2) = 0 := by
    intro n
    induction n with
    | zero =>
      have h := hr 1
      rw [Nat.cast_one, sub_self, zero_mul] at h
      exact (mul_eq_zero.1 h).resolve_right (by norm_num)
    | succ n ih =>
      have h := hr (n + 2)
      rw [ih, mul_zero] at h
      exact (mul_eq_zero.1 h).resolve_right (by positivity)
  ext n
  rcases n with _ | _ | n
  · rw [h0]; simp
  · rw [h1]; simp [PowerSeries.coeff_one, PowerSeries.coeff_X]
  · rw [h2]; simp [PowerSeries.coeff_one, PowerSeries.coeff_X]
```

## (c) Only one root starts with 1

Let \(A\) be a real formal power series with constant term 1 and \(A^2=1-X\). Show that
\[
A=S .
\]

Subtracting the two squares gives
\[
(A-S)(A+S)=A^2-S^2=0 .
\]
A product of real formal power series vanishes only if one factor does. The constant term of \(A+S\) is \(1+1=2\), so \(A+S\ne 0\), and therefore \(A-S=0\).

Lean's `mul_eq_zero` splits the product into the two cases, and comparison of the constant terms rules out the second. With (b), this identifies the \(a_n\) as the coefficients of the formal square root of \(1-X\) with constant term 1.

```lean
/-- A formal square root of `1 - X` with constant term 1 equals `sqrtSeries`. -/
theorem sqrtSeries_unique (A : PowerSeries ℝ) (h0 : coeff 0 A = 1)
    (hA : A ^ 2 = 1 - X) : A = sqrtSeries := by
  have h : (A - sqrtSeries) * (A + sqrtSeries) = 0 := by
    linear_combination hA - sqrtSeries_sq
  rcases mul_eq_zero.1 h with h | h
  · exact sub_eq_zero.1 h
  · have h1 := congrArg (coeff 0) h
    rw [map_add, h0, sqrtSeries, PowerSeries.coeff_mk, map_zero] at h1
    norm_num [sqrtCoeff] at h1
```

## (d) The pair contribution in real form

Show that
\[
c_n=2a_nR^{-n}\cos(n\theta-\phi).
\]

Since \(z^n=R^ne^{in\theta}\),
\[
\frac{e^{i\phi}a_n}{z^n}=a_nR^{-n}e^{i(\phi-n\theta)} .
\]
The prefactor is real, so the real part is \(a_nR^{-n}\cos(\phi-n\theta)\). The cosine is even, and doubling gives the claim. At order zero the pair contributes \(c_0=2\cos\phi\).

The statement `h` in the proof is the separation into a real prefactor and a phase. The theorem puts no condition on \(R\), but only \(R\ne0\) describes a branch point; at \(R=0\) it relies on Lean's convention that division by zero gives zero.

```lean
/-- The conjugate pair contributes `2 aₙ R⁻ⁿ cos (nθ - φ)` at order `n`, where `aₙ` is the
square-root coefficient. -/
theorem pairCoeff_eq (R θ φ : ℝ) (n : ℕ) :
    pairCoeff R θ φ n = 2 * sqrtCoeff n * (R ^ n)⁻¹ * Real.cos (n * θ - φ) := by
  have h : Complex.exp (φ * Complex.I) * sqrtCoeff n / (R * Complex.exp (θ * Complex.I)) ^ n
      = ((sqrtCoeff n * (R ^ n)⁻¹ : ℝ) : ℂ)
        * Complex.exp (((φ - n * θ : ℝ) : ℂ) * Complex.I) := by
    rw [mul_pow, ← Complex.exp_nat_mul]
    push_cast
    rw [show ((φ : ℂ) - n * θ) * Complex.I = φ * Complex.I - n * (θ * Complex.I) by ring,
      Complex.exp_sub]
    ring
  rw [pairCoeff, h, Complex.re_ofReal_mul, Complex.exp_ofReal_mul_I_re, ← Real.cos_neg,
    neg_sub]
  ring
```

## (e) Decay of the square-root coefficients

Show that
\[
\lim_{n\to\infty}n^{3/2}a_n=-\frac{1}{2\sqrt\pi}.
\]

The constant comes from the Wallis product
\[
W_n=\prod_{k=1}^{n}\frac{(2k)^2}{(2k-1)(2k+1)}\longrightarrow\frac{\pi}{2},\qquad W_0=1 .
\]
Set \(b_n=(2n-1)a_n\). The recurrence in (a) says \(b_n=(2n+2)a_{n+1}\), so
\[
b_{n+1}=(2n+1)a_{n+1}=\frac{2n+1}{2n+2}\,b_n .
\]
Together with \(W_{n+1}=W_n\,(2n+2)^2/[(2n+1)(2n+3)]\) this gives
\[
b_{n+1}^2(2n+3)W_{n+1}=b_n^2(2n+1)W_n .
\]
The right-hand side is therefore independent of \(n\), and at \(n=0\) it equals \((-1)^2\cdot1\cdot1=1\). Solving for \(a_n^2\) and multiplying by \(n^3\),
\[
n^3a_n^2=\frac{1}{W_n}\left(\frac{n}{2n-1}\right)^2\frac{n}{2n+1}
\longrightarrow\frac{2}{\pi}\cdot\frac14\cdot\frac12=\frac{1}{4\pi}.
\]
For \(n\ge1\) the closed formula makes \(a_n\) negative, so \(n^{3/2}a_n\) is minus the square root of the left-hand side. The limit follows.

In Lean, `wallis` is the conserved product, proved by induction. The statement `hq` gives \(n/(2n+c)\to\tfrac12\), used with \(c=-1\) and \(c=1\), and `hv` evaluates the square root of the limit. The limits are combined in `hl`, while `hi` identifies the expression under the root with \((-n^{3/2}a_n)^2\). The sign is supplied by `ha` for \(n\ge1\), which is enough for a limit.

```lean
/-- The square-root coefficients decay as `-1 / (2 √π n^(3/2))`. -/
theorem sqrtCoeff_asymptotic :
    Tendsto (fun n : ℕ => (n : ℝ) ^ (3 / 2 : ℝ) * sqrtCoeff n) atTop
      (𝓝 (-(1 / (2 * √Real.pi)))) := by
  -- the Wallis product in terms of the coefficients
  have wallis : ∀ n : ℕ, ((2 * (n : ℝ) - 1) * sqrtCoeff n) ^ 2 * (2 * n + 1)
      * Real.Wallis.W n = 1 := by
    intro n
    induction n with
    | zero => norm_num [sqrtCoeff, Real.Wallis.W]
    | succ n ih =>
      rw [← sqrtCoeff_succ n] at ih
      refine Eq.trans ?_ ih
      rw [Real.Wallis.W_succ]
      push_cast
      rw [show 2 * ((n : ℝ) + 1) - 1 = 2 * n + 1 by ring,
        show 2 * ((n : ℝ) + 1) + 1 = 2 * n + 3 by ring]
      field_simp
  have hq : ∀ c : ℝ, Tendsto (fun n : ℕ => (n : ℝ) / (2 * n + c)) atTop (𝓝 (1 / 2)) := by
    intro c
    have h := ((tendsto_const_nhds (x := (2 : ℝ))).add
      (tendsto_const_div_atTop_nhds_zero_nat c)).inv₀ (by norm_num)
    rw [show ((2 : ℝ) + 0)⁻¹ = 1 / 2 by norm_num] at h
    refine h.congr' ?_
    filter_upwards [eventually_ge_atTop 1] with n hn
    have hn0 : (n : ℝ) ≠ 0 := by positivity
    rw [show 2 + c / (n : ℝ) = (2 * n + c) / n by field_simp, inv_div]
  have hv : √((Real.pi / 2)⁻¹ * (1 / 2) ^ 2 * (1 / 2)) = 1 / (2 * √Real.pi) := by
    have h : (Real.pi / 2)⁻¹ * (1 / 2) ^ 2 * (1 / 2) = (1 / (2 * √Real.pi)) ^ 2 := by
      rw [div_pow 1 (2 * √Real.pi), mul_pow, Real.sq_sqrt Real.pi_pos.le]
      field_simp
    rw [h, Real.sqrt_sq (by positivity)]
  have hl := (((Real.Wallis.tendsto_W_nhds_pi_div_two.inv₀ (by positivity)).mul
    ((hq (-1)).pow 2)).mul (hq 1)).sqrt.neg
  rw [hv] at hl
  refine hl.congr' ?_
  -- beyond order zero the coefficients are negative, which fixes the sign of the root
  filter_upwards [eventually_ge_atTop 1] with n hn
  have hn1 : (1 : ℝ) ≤ n := by exact_mod_cast hn
  have hm : 2 * (n : ℝ) - 1 ≠ 0 := (by linarith : (0 : ℝ) < 2 * n - 1).ne'
  have ha : sqrtCoeff n ≤ 0 :=
    div_nonpos_of_nonpos_of_nonneg (neg_nonpos.2 (Nat.cast_nonneg _))
      (mul_nonneg (by positivity) (by linarith))
  have hp : ((n : ℝ) ^ (3 / 2 : ℝ)) ^ 2 = (n : ℝ) ^ 3 := by
    rw [← Real.rpow_natCast, ← Real.rpow_mul (Nat.cast_nonneg n), ← Real.rpow_natCast]
    norm_num
  have hi : (Real.Wallis.W n)⁻¹ * ((n : ℝ) / (2 * n + -1)) ^ 2 * (n / (2 * n + 1))
      = (-((n : ℝ) ^ (3 / 2 : ℝ) * sqrtCoeff n)) ^ 2 := by
    rw [← eq_inv_of_mul_eq_one_left (wallis n), neg_sq, mul_pow ((n : ℝ) ^ (3 / 2 : ℝ)), hp,
      ← sub_eq_add_neg]
    field_simp
  rw [hi, Real.sqrt_sq (neg_nonneg.2 (mul_nonpos_of_nonneg_of_nonpos (by positivity) ha)),
    neg_neg]
```

## (f) The scaled contribution at high order

For \(R>0\) and all real \(\theta,\phi\), show that
\[
n^{3/2}R^n c_n+\frac{\cos(n\theta-\phi)}{\sqrt\pi}\longrightarrow 0
\qquad(n\to\infty).
\]

Insert (d). The powers of \(R\) cancel and the cosine factors out:
\[
n^{3/2}R^nc_n+\frac{\cos(n\theta-\phi)}{\sqrt\pi}
=\left(2n^{3/2}a_n+\frac{1}{\sqrt\pi}\right)\cos(n\theta-\phi).
\]
By (e) the bracket tends to \(-1/\sqrt\pi+1/\sqrt\pi=0\). The cosine is at most 1 in modulus, so the product tends to zero.

The result is stated as a vanishing sum because the cosine generally has no limit as \(n\) grows, and a ratio would fail at orders where the cosine is zero. In Lean, `Tendsto … atTop (𝓝 0)` expresses convergence to zero as the natural number \(n\) grows, and `hR` is the condition \(R>0\). The proof names the vanishing bracket's limit `h`, the cancellation of powers `hRn` and the factorisation `e`; `squeeze_zero_norm` then bounds the product by the modulus of the bracket.

For a single pair with constant amplitude, the contributions \(c_n\) thus have at high order an envelope proportional to \(R^{-n}n^{-3/2}\). The angle \(\theta\) is the phase advance from one order to the next and \(\phi\) shifts the oscillation; together they determine the signs. This bears on reading the high orders of a Møller–Plesset series when one such pair dominates. If \(R<1\), the envelope eventually grows with the order.

The limiting case \(\theta=0\) puts both branch points at the same positive coupling \(R\). It is only a check of the formula: the energies of a real symmetric \(H(\lambda)\) are real at every real \(\lambda\), whereas a square-root term would become imaginary beyond \(\lambda=R\), so no such branch point occurs there. With \(\phi=0\) the scaled contribution \(n^{3/2}R^nc_n\) tends to \(-1/\sqrt\pi\), with no oscillation. With \(\phi=\pi/2\) the two terms cancel at every order, and both parts of the sum are zero.

```lean
/-- For `R > 0`, the pair contribution scaled by `n^(3/2) R^n` approaches the undamped
oscillation `-cos (nθ - φ) / √π`. -/
theorem pairCoeff_asymptotic (R θ φ : ℝ) (hR : 0 < R) :
    Tendsto (fun n : ℕ => (n : ℝ) ^ (3 / 2 : ℝ) * R ^ n * pairCoeff R θ φ n
      + Real.cos (n * θ - φ) / √Real.pi) atTop (𝓝 0) := by
  have h := (sqrtCoeff_asymptotic.const_mul 2).add_const (1 / √Real.pi)
  rw [show 2 * -(1 / (2 * √Real.pi)) + 1 / √Real.pi = 0 by ring] at h
  refine squeeze_zero_norm (fun n => ?_) (tendsto_zero_iff_norm_tendsto_zero.1 h)
  have hRn : R ^ n * (R ^ n)⁻¹ = 1 := mul_inv_cancel₀ (by positivity)
  -- a vanishing factor times a bounded cosine
  have e : (n : ℝ) ^ (3 / 2 : ℝ) * R ^ n * pairCoeff R θ φ n
      + Real.cos (n * θ - φ) / √Real.pi
      = (2 * ((n : ℝ) ^ (3 / 2 : ℝ) * sqrtCoeff n) + 1 / √Real.pi)
        * Real.cos (n * θ - φ) := by
    rw [pairCoeff_eq]
    linear_combination
      (2 * (n : ℝ) ^ (3 / 2 : ℝ) * sqrtCoeff n * Real.cos (n * θ - φ)) * hRn
  rw [e, norm_mul]
  exact mul_le_of_le_one_right (norm_nonneg _) (Real.abs_cos_le_one _)

end

end ConjugateBranchPoints
```

```lean
#print axioms ConjugateBranchPoints.sqrtSeries_unique
#print axioms ConjugateBranchPoints.pairCoeff_eq
#print axioms ConjugateBranchPoints.pairCoeff_asymptotic
```

```
'ConjugateBranchPoints.sqrtSeries_unique' depends on axioms: [propext, Classical.choice, Quot.sound]
'ConjugateBranchPoints.pairCoeff_eq' depends on axioms: [propext, Classical.choice, Quot.sound]
'ConjugateBranchPoints.pairCoeff_asymptotic' depends on axioms: [propext, Classical.choice, Quot.sound]
```
